# For a real Gram matrix B, B x = 1 is solvable exactly when no weights summing to one cancel the errors

## A failed solve can hide an exact extrapolation

A step of DIIS (direct inversion in the iterative subspace) can be computed by solving \(Bx=\mathbf 1\), where \(B\) holds the inner products of the stored error vectors and \(\mathbf 1\) is the vector of ones, and then dividing \(x\) by the sum of its entries. If the errors are linearly dependent, \(B\) is singular and the system may have no solution. A program that treats this inconsistency as a breakdown may discard the stored errors, although some combination of them with weights summing to one is exactly zero.

Let the errors be \(e_i\), with \(i\) running over a finite index set, and write

\[
r(c)=\sum_i c_i e_i,\qquad B_{ij}=\langle e_i,e_j\rangle .
\]

DIIS seeks weights with \(\sum_i c_i=1\) that make \(\|r(c)\|\) as small as possible. With a Lagrange multiplier \(\lambda\) for the constraint, the stationarity condition is \(Bc=\lambda\mathbf 1\). If \(\lambda\neq0\), then \(x=c/\lambda\) solves \(Bx=\mathbf 1\). If \(\lambda=0\), then \(\|r(c)\|^2=c\cdot Bc=0\), and the division is impossible precisely because the extrapolated error vanishes.

For self-consistent-field acceleration, the result identifies an inconsistent system \(Bx=\mathbf 1\) with an exact cancellation of the stored errors by weights that sum to one, in exact real arithmetic and within the linear model of the error. The true error at the extrapolated density or Fock matrix need not vanish, because the self-consistency equations are nonlinear.

## The two alternatives and their Lean form

Exactly one of the following holds:

1. There is a real vector \(x\) with \(Bx=\mathbf 1\).
2. There are real weights \(c\) with \(\sum_i c_i=1\) and \(r(c)=0\).

The theorem `unconstrained_solve_alternative` states this as an equivalence between the first alternative and the negation of the second. The errors are a function `e : ι → E` from a finite index type `ι` to a real inner product space `E`, which may have infinite dimension. The matrix \(B\) is `errorGram e`, the combined error \(r(c)\) is `combine e c`, and `*ᵥ` is the product of a matrix and a vector. In `errorGram e *ᵥ x = 1`, the right-hand side is the vector of ones.

No error need be present. For an empty family, \(Bx=\mathbf 1\) holds trivially, while an empty sum of weights is 0 and not 1, so the first alternative holds.

Two further theorems concern the solutions. `combine_eq_of_solutions` says that all solutions of \(Bx=\mathbf 1\) have the same combined error, even when \(B\) is singular. `sum_pos_of_solution` says that the entries of a solution have a positive sum if at least one error is stored, so the division that turns \(x\) into normalised weights is possible. Here nonemptiness matters, since the empty solution has sum 0.

The theorems treat real weights and a real inner product. They do not address rounding errors: for a nearly singular \(B\), a solution may exist and still be numerically useless.

## Overlaps show that the alternatives exclude each other

The \(i\)-th component of \(Bx\) is the overlap of one stored error with the combined error of \(x\):

\[
(Bx)_i=\sum_j\langle e_i,e_j\rangle x_j=\langle e_i,r(x)\rangle .
\]

Multiplying by \(c_i\) and summing gives

\[
c\cdot Bx=\langle r(c),r(x)\rangle .
\]

If \(Bx=\mathbf 1\), the left-hand side is \(c\cdot\mathbf 1\), and therefore

\[
\langle r(c),r(x)\rangle=\sum_i c_i\quad\text{for every } c .
\]

Weights with \(\sum_i c_i=1\) and \(r(c)=0\) would turn this into \(0=1\). The two alternatives cannot hold together.

## An inconsistent system supplies the weights

Suppose now that \(\mathbf 1\) is not in the range of \(B\). Split it as \(\mathbf 1=p+a\), with \(p\) in the range and \(a\) orthogonal to the range in the ordinary dot product. Then \(a\neq0\), and

\[
\sum_i a_i=a\cdot\mathbf 1=a\cdot p+a\cdot a=a\cdot a>0 .
\]

Since \(Ba\) lies in the range, \(a\) is orthogonal to it:

\[
0=a\cdot Ba=\langle r(a),r(a)\rangle=\|r(a)\|^2 .
\]

Hence \(r(a)=0\). The normalised weights \(c_i=a_i/\sum_j a_j\) sum to one, and \(r(c)=r(a)/\sum_j a_j=0\). At least one alternative therefore holds.

## Solutions share one combined error and have a positive sum

Let \(x\) and \(y\) both solve the system. The overlap formula may be used with either solution in the second slot, so

\[
\|r(x)-r(y)\|^2
=\sum_i x_i-\sum_i x_i-\sum_i y_i+\sum_i y_i=0 .
\]

Thus \(r(x)=r(y)\). Taking \(c=x\) in the same formula gives \(\sum_i x_i=\|r(x)\|^2\). If some error \(e_i\) is present, then \(\langle e_i,r(x)\rangle=1\), so \(r(x)\neq0\) and the sum is positive.

## Singularity alone does not decide

Take two one-dimensional errors. For the pair \(1,1\) and the pair \(1,2\), the Gram matrices are

\[
\begin{pmatrix}1&1\\1&1\end{pmatrix},\qquad
\begin{pmatrix}1&2\\2&4\end{pmatrix}.
\]

Both have determinant zero. The first system has the solution \(x=(1,0)\). The second would require \(x_1+2x_2=1\) and \(2x_1+4x_2=1\), which contradict each other. Its errors are cancelled by the weights \((2,-1)\), which sum to one.

## An indefinite product can leave neither alternative

The step from \(\langle r(a),r(a)\rangle=0\) to \(r(a)=0\) relies on the definiteness of the inner product. Replace the inner product on \(\mathbb R^2\) by the indefinite form \(u_1v_1-u_2v_2\), and store the single error \(e=(1,1)\). Then \(B=(0)\), so \(Bx=\mathbf 1\) has no solution. The only weight that sums to one is \(c=1\), and it gives \(r(c)=(1,1)\neq0\). Both alternatives fail.

## The Lean file

```lean
import Mathlib

open Matrix

namespace DIISUnconstrainedSolve

noncomputable section

variable {ι E : Type*} [Fintype ι] [NormedAddCommGroup E] [InnerProductSpace ℝ E]

/-- The matrix of inner products of the stored error vectors. -/
def errorGram (e : ι → E) : Matrix ι ι ℝ :=
  Matrix.of fun i j => inner ℝ (e i) (e j)

/-- The extrapolated error: the combination of the stored errors with weights `c`. -/
def combine (e : ι → E) (c : ι → ℝ) : E := ∑ i, c i • e i

/-- Each component of the Gram matrix applied to `x` is the overlap of one stored error
with the combined error of `x`. -/
theorem errorGram_mulVec (e : ι → E) (x : ι → ℝ) (i : ι) :
    (errorGram e *ᵥ x) i = inner ℝ (e i) (combine e x) := by
  simp only [Matrix.mulVec, dotProduct, errorGram, Matrix.of_apply, combine, inner_sum,
    inner_smul_right]
  exact Finset.sum_congr rfl fun j _ => mul_comm _ _

/-- The bilinear form of the Gram matrix is the inner product of the combined errors. -/
theorem dotProduct_errorGram (e : ι → E) (c x : ι → ℝ) :
    c ⬝ᵥ (errorGram e *ᵥ x) = inner ℝ (combine e c) (combine e x) := by
  rw [show combine e c = ∑ i, c i • e i from rfl, sum_inner]
  simp only [dotProduct, errorGram_mulVec, real_inner_smul_left]

/-- If `x` solves the unconstrained equations, the overlap of any combined error with that
of `x` is the sum of the weights. -/
theorem inner_combine_of_solution (e : ι → E) {x : ι → ℝ} (hx : errorGram e *ᵥ x = 1)
    (c : ι → ℝ) : inner ℝ (combine e c) (combine e x) = ∑ i, c i := by
  rw [← dotProduct_errorGram, hx]
  simp [dotProduct]

/-- If the unconstrained equations have no solution, some weights summing to one make the
extrapolated error vanish. -/
theorem exists_exact_extrapolation (e : ι → E) (h : ¬ ∃ x, errorGram e *ᵥ x = 1) :
    ∃ c : ι → ℝ, ∑ i, c i = 1 ∧ combine e c = 0 := by
  classical
  let p : Submodule ℝ (ι → ℝ) := LinearMap.range (errorGram e).mulVecLin
  have hp : (1 : ι → ℝ) ∉ p := by
    rintro ⟨x, hx⟩
    exact h ⟨x, hx⟩
  have hq : p.mkQ 1 ≠ 0 := fun h0 => hp ((Submodule.Quotient.mk_eq_zero p).1 h0)
  -- a functional that vanishes on the range of the Gram matrix but not at the vector of ones
  obtain ⟨φ, hφ⟩ : ∃ φ : Module.Dual ℝ ((ι → ℝ) ⧸ p), φ (p.mkQ 1) ≠ 0 := by
    by_contra hn
    exact hq ((Module.forall_dual_apply_eq_zero_iff ℝ _).1
      (fun φ => by_contra fun hφ => hn ⟨φ, hφ⟩))
  let f : (ι → ℝ) →ₗ[ℝ] ℝ := φ ∘ₗ p.mkQ
  have hf : ∀ x, f (errorGram e *ᵥ x) = 0 := by
    intro x
    have h0 : p.mkQ (errorGram e *ᵥ x) = 0 :=
      (Submodule.Quotient.mk_eq_zero p).2 ⟨x, rfl⟩
    change φ (p.mkQ (errorGram e *ᵥ x)) = 0
    rw [h0, map_zero]
  -- its coefficients serve as unnormalised weights
  let a : ι → ℝ := fun i => f (fun j => if i = j then 1 else 0)
  have hrep : ∀ v, f v = a ⬝ᵥ v := by
    intro v
    rw [LinearMap.pi_apply_eq_sum_univ f v]
    exact Finset.sum_congr rfl fun i _ => mul_comm _ _
  have ha : combine e a = 0 := by
    have h1 := hf a
    rw [hrep, dotProduct_errorGram] at h1
    exact inner_self_eq_zero.1 h1
  have hs : ∑ i, a i ≠ 0 := by
    have h1 : f 1 ≠ 0 := hφ
    rw [hrep] at h1
    simpa only [dotProduct, Pi.one_apply, mul_one] using h1
  refine ⟨fun i => (∑ j, a j)⁻¹ * a i, ?_, ?_⟩
  · rw [← Finset.mul_sum]
    exact inv_mul_cancel₀ hs
  · have h2 : combine e (fun i => (∑ j, a j)⁻¹ * a i) = (∑ j, a j)⁻¹ • combine e a := by
      simp only [combine, Finset.smul_sum, mul_smul]
    rw [h2, ha, smul_zero]

/-- Exactly one alternative holds: either the unconstrained equations `B x = 1` have a
solution, or some weights summing to one make the extrapolated error vanish. -/
theorem unconstrained_solve_alternative (e : ι → E) :
    (∃ x : ι → ℝ, errorGram e *ᵥ x = 1) ↔
      ¬ ∃ c : ι → ℝ, ∑ i, c i = 1 ∧ combine e c = 0 := by
  constructor
  · -- both together would give `1 = 0` as the overlap of the two combined errors
    rintro ⟨x, hx⟩ ⟨c, hc, h0⟩
    have h1 := inner_combine_of_solution e hx c
    rw [h0, inner_zero_left, hc] at h1
    exact zero_ne_one h1
  · intro h
    by_contra hn
    exact h (exists_exact_extrapolation e hn)

/-- Any two solutions of the unconstrained equations have the same combined error. -/
theorem combine_eq_of_solutions (e : ι → E) {x y : ι → ℝ}
    (hx : errorGram e *ᵥ x = 1) (hy : errorGram e *ᵥ y = 1) :
    combine e x = combine e y := by
  have h : inner ℝ (combine e x - combine e y) (combine e x - combine e y) = 0 := by
    rw [inner_sub_left, inner_sub_right, inner_sub_right,
      inner_combine_of_solution e hx x, inner_combine_of_solution e hy x,
      inner_combine_of_solution e hx y, inner_combine_of_solution e hy y]
    ring
  exact sub_eq_zero.1 (inner_self_eq_zero.1 h)

/-- For at least one stored error, the coefficients of any solution of the unconstrained
equations have a positive sum. -/
theorem sum_pos_of_solution [Nonempty ι] (e : ι → E) {x : ι → ℝ}
    (hx : errorGram e *ᵥ x = 1) : 0 < ∑ i, x i := by
  have hne : combine e x ≠ 0 := by
    intro h0
    obtain ⟨i⟩ := ‹Nonempty ι›
    have h1 := errorGram_mulVec e x i
    rw [hx, h0, inner_zero_right] at h1
    exact one_ne_zero h1
  rw [← inner_combine_of_solution e hx x, real_inner_self_eq_norm_sq]
  have := norm_pos_iff.2 hne
  positivity

/-- The one-dimensional errors `1, 1` and `1, 2` both have a singular Gram matrix, but the
unconstrained equations are solvable for the first pair and not for the second. -/
theorem singular_gram_both_cases :
    ((errorGram (![1, 1] : Fin 2 → ℝ)).det = 0 ∧
      ∃ x, errorGram (![1, 1] : Fin 2 → ℝ) *ᵥ x = 1) ∧
    ((errorGram (![1, 2] : Fin 2 → ℝ)).det = 0 ∧
      ¬ ∃ x, errorGram (![1, 2] : Fin 2 → ℝ) *ᵥ x = 1) := by
  refine ⟨⟨?_, ![1, 0], ?_⟩, ?_, ?_⟩
  · rw [Matrix.det_fin_two]
    norm_num [errorGram]
  · ext i
    rw [errorGram_mulVec]
    fin_cases i <;> simp [combine, Fin.sum_univ_two]
  · rw [Matrix.det_fin_two]
    norm_num [errorGram]
  · -- the weights `2, -1` extrapolate the second pair to zero
    intro h
    refine (unconstrained_solve_alternative _).1 h ⟨![2, -1], ?_, ?_⟩
    · norm_num [Fin.sum_univ_two]
    · norm_num [combine, Fin.sum_univ_two]

end

end DIISUnconstrainedSolve
```

```lean
#print axioms DIISUnconstrainedSolve.errorGram_mulVec
#print axioms DIISUnconstrainedSolve.combine_eq_of_solutions
#print axioms DIISUnconstrainedSolve.sum_pos_of_solution
#print axioms DIISUnconstrainedSolve.singular_gram_both_cases
```

```
'DIISUnconstrainedSolve.errorGram_mulVec' depends on axioms: [propext, Classical.choice, Quot.sound]
'DIISUnconstrainedSolve.combine_eq_of_solutions' depends on axioms: [propext, Classical.choice, Quot.sound]
'DIISUnconstrainedSolve.sum_pos_of_solution' depends on axioms: [propext, Classical.choice, Quot.sound]
'DIISUnconstrainedSolve.singular_gram_both_cases' depends on axioms: [propext, Classical.choice, Quot.sound]
```

## How the proof follows the derivation

`errorGram_mulVec` is the component formula for \(Bx\), and `dotProduct_errorGram` is its weighted sum. Both expand the definitions and use linearity of the inner product. `inner_combine_of_solution` then inserts \(Bx=\mathbf 1\) to obtain the overlap formula, which is used in the first direction of the main theorem and in the two theorems about solutions.

`exists_exact_extrapolation` proves that an inconsistent system supplies the weights. It finds the vector \(a\) by a slightly different route from the orthogonal splitting above. The subspace `p` is the range of \(B\), unlike the vector \(p\) in the derivation. Because \(\mathbf 1\) is outside this range, its class in the quotient space is nonzero, and some linear functional `φ` does not vanish on that class. Composing `φ` with the quotient map gives `f`, which is zero on the range of \(B\) and nonzero at \(\mathbf 1\).

The number `a i` is the value of `f` on the \(i\)-th unit vector, and `hrep` shows that \(f(v)=a\cdot v\). From there the steps agree with the derivation: `ha` evaluates `f` at \(Ba\) and concludes \(r(a)=0\), while `hs` evaluates it at \(\mathbf 1\) and concludes \(\sum_i a_i\neq0\). This route yields a nonzero sum, not necessarily a positive one, which is enough for the final rescaling.

In `unconstrained_solve_alternative`, the first direction derives \(0=1\) from the overlap formula. The second argues by contradiction: if the system had no solution, the preceding theorem would produce the weights that are assumed not to exist.

`combine_eq_of_solutions` expands the squared norm of the difference into four overlaps, replaces each by a sum of coefficients, and lets `ring` cancel them. `sum_pos_of_solution` first shows that \(r(x)\) is nonzero, using one stored error, and then identifies the sum with \(\|r(x)\|^2\).

`singular_gram_both_cases` computes the two determinants and checks the solution \((1,0)\) for the first pair. For the second pair it applies the main theorem to the weights \((2,-1)\), so the inconsistency follows from the cancellation of the errors and not from elimination in the linear system.
